# An invertible operator in finite dimension can be made singular by a perturbation with κe = 1

The theorem `critical_perturbation` concerns an invertible linear operator A on a nonzero finite-dimensional normed space over the real or complex numbers, with condition number κ = ‖A‖ ‖A⁻¹‖ in the operator norm. It states that there are a perturbation E, of relative size e = ‖E‖/‖A‖, and a nonzero vector x, not required to be normalised, such that κe = 1 and Ex = −Ax. Thus A + E sends x to zero and is singular. The proof takes a unit vector w at which A⁻¹ attains its norm and sets x = A⁻¹w. It then takes a functional g of norm one with g(x) = ‖x‖, and builds E as the rank-one operator that sends v to −g(v)w/‖A⁻¹‖.

As first written in Lean, the proof fails:

```lean
import Mathlib

open Metric

namespace LinearSystemConditioning

noncomputable section

variable {𝕜 V : Type*} [RCLike 𝕜] [NormedAddCommGroup V] [NormedSpace 𝕜 V]

/-- The condition number `κ = ‖A‖ ‖A⁻¹‖` of an invertible operator, in operator norm. -/
def cond (A : (V →L[𝕜] V)ˣ) : ℝ := ‖A.val‖ * ‖(A⁻¹).val‖

/-- The relative size `e = ‖E‖ / ‖A‖` of a perturbation `E` of the operator `A`. -/
def relErr (A : (V →L[𝕜] V)ˣ) (E : V →L[𝕜] V) : ℝ := ‖E‖ / ‖A.val‖

/-- Applying `A` and then its inverse returns the original vector. -/
lemma inv_apply_apply (A : (V →L[𝕜] V)ˣ) (v : V) : (A⁻¹).val (A.val v) = v :=
  DFunLike.congr_fun A.inv_mul v

/-- An invertible operator on a nonzero space has positive norm. -/
lemma norm_unit_pos [Nontrivial V] (A : (V →L[𝕜] V)ˣ) : 0 < ‖A.val‖ := by
  refine norm_pos_iff.2 fun h => ?_
  obtain ⟨v, hv⟩ := exists_ne (0 : V)
  apply hv
  have h1 : A.val v = 0 := by rw [h]; rfl
  rw [← inv_apply_apply A v, h1, map_zero]

/-- The product of condition number and relative perturbation is `‖A⁻¹‖ ‖E‖`. -/
lemma cond_mul_relErr [Nontrivial V] (A : (V →L[𝕜] V)ˣ) (E : V →L[𝕜] V) :
    cond A * relErr A E = ‖(A⁻¹).val‖ * ‖E‖ := by
  have h := (norm_unit_pos A).ne'
  unfold cond relErr
  field_simp

/-- In finite dimension an operator attains its norm on the unit ball. -/
lemma norm_attained [FiniteDimensional 𝕜 V] (T : V →L[𝕜] V) :
    ∃ w : V, ‖w‖ ≤ 1 ∧ ‖T w‖ = ‖T‖ := by
  have : ProperSpace V := FiniteDimensional.proper 𝕜 V
  obtain ⟨w, hw, hmax⟩ := (isCompact_closedBall (0 : V) 1).exists_isMaxOn
    ⟨0, by simp⟩ T.continuous.norm.continuousOn
  have hw1 : ‖w‖ ≤ 1 := mem_closedBall_zero_iff.1 hw
  refine ⟨w, hw1, le_antisymm (T.unit_le_opNorm w hw1) ?_⟩
  refine T.opNorm_le_bound (norm_nonneg _) fun v => ?_
  by_cases hv0 : v = 0
  · simp [hv0]
  have hv : 0 < ‖v‖ := norm_pos_iff.2 hv0
  have hn : ‖((‖v‖⁻¹ : ℝ) : 𝕜) • v‖ = 1 := by
    rw [norm_smul, RCLike.norm_ofReal, abs_of_pos (inv_pos.2 hv), inv_mul_cancel₀ hv.ne']
  have h : ‖T (((‖v‖⁻¹ : ℝ) : 𝕜) • v)‖ ≤ ‖T w‖ := hmax (mem_closedBall_zero_iff.2 hn.le)
  rw [map_smul, norm_smul, RCLike.norm_ofReal, abs_of_pos (inv_pos.2 hv),
    inv_mul_le_iff₀ hv] at h
  linarith

/-- Every invertible operator in finite dimension has a perturbation with `κ e = 1` that cancels
it on some nonzero vector. -/
theorem critical_perturbation [Nontrivial V] [FiniteDimensional 𝕜 V] (A : (V →L[𝕜] V)ˣ) :
    ∃ (E : V →L[𝕜] V) (x : V), x ≠ 0 ∧ cond A * relErr A E = 1 ∧ E x = -(A.val x) := by
  obtain ⟨w, hw, hBw⟩ := norm_attained (A⁻¹).val
  have hB := norm_unit_pos A⁻¹
  have hw1 : ‖w‖ = 1 := by
    refine le_antisymm hw ?_
    have h := (A⁻¹).val.le_opNorm w
    rw [hBw] at h
    nlinarith
  have hx : (A⁻¹).val w ≠ 0 := norm_pos_iff.1 (hBw ▸ hB)
  have hAx : A.val ((A⁻¹).val w) = w := DFunLike.congr_fun A.mul_inv w
  -- rank-one perturbation built from a norming functional of `A⁻¹ w`
  obtain ⟨g, hg, hgx⟩ := exists_dual_vector 𝕜 ((A⁻¹).val w) hx
  refine ⟨((-‖(A⁻¹).val‖⁻¹ : ℝ) : 𝕜) • g.smulRight w, (A⁻¹).val w, hx, ?_, ?_⟩
  · rw [cond_mul_relErr, norm_smul, RCLike.norm_ofReal, abs_neg, abs_of_pos (inv_pos.2 hB),
      ContinuousLinearMap.norm_smulRight_apply, hg, hw1, mul_one, mul_one,
      mul_inv_cancel₀ hB.ne']
  · change ((-‖(A⁻¹).val‖⁻¹ : ℝ) : 𝕜) • (g ((A⁻¹).val w) • w) = _
    rw [hAx, hgx, hBw, smul_smul, ← RCLike.ofReal_mul, neg_mul, inv_mul_cancel₀ hB.ne',
      RCLike.ofReal_neg, RCLike.ofReal_one, neg_smul, one_smul]

end

end LinearSystemConditioning
```

Messages:

```
Main.lean:69:60: error: Application type mismatch: The argument
  hx
has type
  Ne.{u_2 + 1} (↑A⁻¹ w) 0
but is expected to have type
  Ne.{1} ‖↑A⁻¹ w‖ 0
in the application
  exists_dual_vector 𝕜 (↑A⁻¹ w) hx
```

This version goes through:

```diff
@@ -67,5 +67,5 @@
   have hAx : A.val ((A⁻¹).val w) = w := DFunLike.congr_fun A.mul_inv w
   -- rank-one perturbation built from a norming functional of `A⁻¹ w`
-  obtain ⟨g, hg, hgx⟩ := exists_dual_vector 𝕜 ((A⁻¹).val w) hx
+  obtain ⟨g, hg, hgx⟩ := exists_dual_vector 𝕜 ((A⁻¹).val w) (norm_ne_zero_iff.2 hx)
   refine ⟨((-‖(A⁻¹).val‖⁻¹ : ℝ) : 𝕜) • g.smulRight w, (A⁻¹).val w, hx, ?_, ?_⟩
   · rw [cond_mul_relErr, norm_smul, RCLike.norm_ofReal, abs_neg, abs_of_pos (inv_pos.2 hB),
```

What went wrong. The functional g comes from `exists_dual_vector`, which needs to know that x = A⁻¹w is not zero. The message shows that the lemma wants this as a statement about the norm, `‖↑A⁻¹ w‖ ≠ 0`, an inequality between real numbers. The proof supplies `hx`, which says `↑A⁻¹ w ≠ 0`, an inequality between vectors. The differing universe labels on `Ne` in the message only reflect that the two inequalities live in different types.

In a normed space the two facts are equivalent, but they are different propositions, and Lean does not pass from one to the other by itself when it checks an argument.

The equivalence is the lemma `norm_ne_zero_iff`, and its reverse direction, `norm_ne_zero_iff.2`, turns `hx` into the form required. The repair changes only this argument. The later use of `hx`, to show that x is nonzero as the theorem demands, needs the vector form and stays as it was.
